# Sine sums converge to the constant 1 in mean square, but no nonzero sine sum has a Rayleigh quotient below π²

Let $x\in[0,1]$ be the position along a closed tube, in units of its length $L$, and let $f(x)$ be a real trial profile for the concentration of a substance that diffuses in it with diffusion constant $D$. Define

$$M[f]=\int_0^1 f^2\,dx,\qquad E[f]=\int_0^1 (f')^2\,dx,\qquad R[f]=\frac{E[f]}{M[f]}\quad (M[f]>0).$$

With reflecting walls, the lowest decay rate, counting a steady profile as rate 0, is $D/L^2$ times the minimum of $R$ over profiles with free ends, meaning that no value is prescribed at $x=0$ or $x=1$. The uniform profile does not decay, so this minimum is 0. The slowest mode that does decay, $\cos\pi x$, has $R=\pi^2$, which happens to equal the bound for sine sums below.

A sine sum with $N$ modes is $f(x)=\sum_{k=0}^{N-1}c_k\sin((k+1)\pi x)$. The index $k$ starts at 0, so the wavenumber is $k+1$. The quantity $E$, called `energy` in the code, carries no physical prefactor.

## A gap of π² that more modes do not close

For every sine sum,

$$E[f]\ \ge\ \pi^2 M[f],$$

with equality for $\sin\pi x$. Yet for every $\varepsilon>0$ some sine sum satisfies $M[1-f]<\varepsilon$. Over continuously differentiable functions with free ends, the least value of $R$ is 0, attained by the constant 1.

## The gap in a Galerkin calculation

A Galerkin code that uses the sine modes as its basis for this problem assembles the stiffness matrix $K_{jk}=\tfrac12(k+1)^2\pi^2\delta_{jk}$ and the overlap matrix $S_{jk}=\tfrac12\delta_{jk}$, then solves $Kc=\lambda Sc$. Its lowest eigenvalue is $\pi^2\approx 9.87$ with one mode and with a thousand. The result looks converged from the start, but the free-end answer is 0. Adding the constant function to the basis gives 0 at once.

For a particle of mass $\mu$ on a ring of circumference $L$, with no potential, $R[f]$ is the mean kinetic energy, in units of $\hbar^2/(2\mu L^2)$, of the normalised state proportional to a sine sum or to the constant. The constant is the ground state, with energy 0, but every nonzero sine sum gives at least $\pi^2$. In a box with hard walls, by contrast, the constant is not an admissible state of finite energy, and $\pi^2$ is the correct ground-state value.

## Derivation from orthogonality

**Orthogonality.** For an integer $n\neq0$, $\int_0^1\cos(n\pi x)\,dx=\sin(n\pi)/(n\pi)=0$; for $n=0$ the integral is 1. Since

$$\sin a\sin b=\tfrac12[\cos(a-b)-\cos(a+b)],\qquad \cos a\cos b=\tfrac12[\cos(a-b)+\cos(a+b)],$$

the product of modes $j$ and $k$ involves the integers $j-k$ and $j+k+2$. The second is never 0, so both the sines and the cosines have overlap $\tfrac12\delta_{jk}$.

**Mean square and energy.** Differentiating mode by mode gives $f'=\sum_k c_k(k+1)\pi\cos((k+1)\pi x)$. Only diagonal terms survive in the squares:

$$M[f]=\tfrac12\sum_{k=0}^{N-1} c_k^2,\qquad E[f]=\tfrac12\sum_{k=0}^{N-1}(k+1)^2\pi^2c_k^2.$$

Because $(k+1)^2\ge1$, comparing terms gives $E\ge\pi^2M$. For $\sin\pi x$, $M=\tfrac12$ and $E=\tfrac12\pi^2$; the normalised mode $\sqrt2\sin\pi x$ has $E=\pi^2$.

**Approximating the constant.** The Fourier sine coefficients of 1 are

$$b_k=2\int_0^1\sin((k+1)\pi x)\,dx=\frac{2(1+(-1)^k)}{(k+1)\pi},$$

so $b_{2m}=4/((2m+1)\pi)$ and $b_{2m+1}=0$. Let $s_N$ be the sum of the first $2N$ modes with these coefficients; it contains $N$ odd wavenumbers. Both $\int_0^1 s_N\,dx$ and $\int_0^1 s_N^2\,dx$ equal $\tfrac12\sum_{k=0}^{2N-1} b_k^2$, hence

$$M[1-s_N]=1-2\int_0^1 s_N\,dx+\int_0^1 s_N^2\,dx=1-\frac{8}{\pi^2}\sum_{m=0}^{N-1}\frac1{(2m+1)^2}.$$

The inverse squares of all positive integers sum to $\pi^2/6$, and those of the even ones to a quarter of that, $\pi^2/24$. The odd ones therefore sum to $\pi^2/8$, and the error tends to 0.

**Energy of the approximants.** Each odd wavenumber contributes $\tfrac12\cdot4^2=8$, so $E[s_N]=8N$. At $N=10$ the squared error is about 0.020 while the energy is 80. The functions converge, but their derivatives do not.

**Free ends.** $E[f]\ge0$ always, while $E[1]=0$ and $M[1]=1$. The minimum of $R$ is therefore 0.

## Lean source

```lean
import Mathlib

open Real Filter Topology

namespace SineBasisFailure

noncomputable section

/-- The trial function with amplitudes `c 0, ..., c (N-1)` on the modes
`sin (π x), ..., sin (N π x)`. -/
def sineSum (N : ℕ) (c : ℕ → ℝ) (x : ℝ) : ℝ :=
  ∑ k ∈ Finset.range N, c k * sin (((k : ℝ) + 1) * π * x)

/-- The integral of `f ^ 2` over the unit interval. -/
def meanSq (f : ℝ → ℝ) : ℝ := ∫ x in (0 : ℝ)..1, f x ^ 2

/-- The integral of `(f') ^ 2` over the unit interval. -/
def energy (f : ℝ → ℝ) : ℝ := ∫ x in (0 : ℝ)..1, deriv f x ^ 2

/-- The Rayleigh quotient, for functions of nonzero mean square. -/
def rayleigh (f : ℝ → ℝ) : ℝ := energy f / meanSq f

/-- The Fourier sine coefficient of the constant 1 on the mode of wavenumber `k + 1`. -/
def boxCoeff (k : ℕ) : ℝ := 2 * (1 + (-1) ^ k) / (((k : ℝ) + 1) * π)

/-- The sine modes are mutually orthogonal on the unit interval with square norm 1/2,
and so are the cosine modes of the same wavenumbers. -/
theorem modes_orthogonal (j k : ℕ) :
    (∫ x in (0 : ℝ)..1, sin (((j : ℝ) + 1) * π * x) * sin (((k : ℝ) + 1) * π * x))
      = (if j = k then 1 / 2 else 0) ∧
    (∫ x in (0 : ℝ)..1, cos (((j : ℝ) + 1) * π * x) * cos (((k : ℝ) + 1) * π * x))
      = (if j = k then 1 / 2 else 0) := by
  -- a cosine with a whole number of half-periods integrates to zero
  have hI : ∀ m : ℤ, (∫ x in (0 : ℝ)..1, cos ((m : ℝ) * π * x)) = if m = 0 then 1 else 0 := by
    intro m
    by_cases hm : m = 0
    · simp [hm]
    · have h0 : (m : ℝ) * π ≠ 0 := mul_ne_zero (Int.cast_ne_zero.mpr hm) pi_ne_zero
      rw [intervalIntegral.integral_comp_mul_left (fun y => cos y) h0, integral_cos, if_neg hm]
      simp [sin_int_mul_pi]
  have hc : ∀ m : ℤ, IntervalIntegrable (fun x : ℝ => cos ((m : ℝ) * π * x))
      MeasureTheory.volume 0 1 := fun m => Continuous.intervalIntegrable (by fun_prop) _ _
  have hd : ∀ x : ℝ, cos ((((j : ℤ) - k : ℤ) : ℝ) * π * x)
      = cos (((j : ℝ) + 1) * π * x - ((k : ℝ) + 1) * π * x) := by
    intro x; congr 1; push_cast; ring
  have hs : ∀ x : ℝ, cos ((((j : ℤ) + k + 2 : ℤ) : ℝ) * π * x)
      = cos (((j : ℝ) + 1) * π * x + ((k : ℝ) + 1) * π * x) := by
    intro x; congr 1; push_cast; ring
  have e1 : ∀ x : ℝ, sin (((j : ℝ) + 1) * π * x) * sin (((k : ℝ) + 1) * π * x)
      = (cos ((((j : ℤ) - k : ℤ) : ℝ) * π * x)
        - cos ((((j : ℤ) + k + 2 : ℤ) : ℝ) * π * x)) / 2 := by
    intro x; rw [hd, hs, cos_sub, cos_add]; ring
  have e2 : ∀ x : ℝ, cos (((j : ℝ) + 1) * π * x) * cos (((k : ℝ) + 1) * π * x)
      = (cos ((((j : ℤ) - k : ℤ) : ℝ) * π * x)
        + cos ((((j : ℤ) + k + 2 : ℤ) : ℝ) * π * x)) / 2 := by
    intro x; rw [hd, hs, cos_sub, cos_add]; ring
  have h2 : ¬ ((j : ℤ) + k + 2 = 0) := by omega
  have h1 : ((j : ℤ) - k = 0) ↔ j = k := by omega
  constructor
  · rw [intervalIntegral.integral_congr (fun x _ => e1 x), intervalIntegral.integral_div,
      intervalIntegral.integral_sub (hc ((j : ℤ) - k)) (hc ((j : ℤ) + k + 2)), hI, hI, if_neg h2]
    by_cases h : j = k
    · rw [if_pos (h1.2 h), if_pos h]; norm_num
    · rw [if_neg (fun q => h (h1.1 q)), if_neg h]; norm_num
  · rw [intervalIntegral.integral_congr (fun x _ => e2 x), intervalIntegral.integral_div,
      intervalIntegral.integral_add (hc ((j : ℤ) - k)) (hc ((j : ℤ) + k + 2)), hI, hI, if_neg h2]
    by_cases h : j = k
    · rw [if_pos (h1.2 h), if_pos h]; norm_num
    · rw [if_neg (fun q => h (h1.1 q)), if_neg h]; norm_num

/-- Parseval's identity for a finite sum of continuous orthogonal modes of square norm 1/2. -/
theorem parseval (φ : ℕ → ℝ → ℝ) (hφ : ∀ k, Continuous (φ k))
    (ho : ∀ j k, (∫ x in (0 : ℝ)..1, φ j x * φ k x) = if j = k then 1 / 2 else 0)
    (N : ℕ) (a : ℕ → ℝ) :
    (∫ x in (0 : ℝ)..1, (∑ k ∈ Finset.range N, a k * φ k x) ^ 2)
      = (∑ k ∈ Finset.range N, a k ^ 2) / 2 := by
  have e : ∀ x, (∑ k ∈ Finset.range N, a k * φ k x) ^ 2
      = ∑ j ∈ Finset.range N, ∑ k ∈ Finset.range N, (a j * a k) * (φ j x * φ k x) := by
    intro x
    rw [sq, Finset.sum_mul_sum]
    exact Finset.sum_congr rfl fun j _ => Finset.sum_congr rfl fun k _ => by ring
  have hc : ∀ j k, Continuous fun x => (a j * a k) * (φ j x * φ k x) :=
    fun j k => continuous_const.mul ((hφ j).mul (hφ k))
  simp_rw [e]
  rw [intervalIntegral.integral_finsetSum (fun j _ =>
    (continuous_finsetSum _ fun k _ => hc j k).intervalIntegrable _ _), Finset.sum_div]
  refine Finset.sum_congr rfl fun j hj => ?_
  rw [intervalIntegral.integral_finsetSum (fun k _ => (hc j k).intervalIntegrable _ _)]
  simp only [intervalIntegral.integral_const_mul, ho]
  -- only the diagonal term survives
  rw [Finset.sum_eq_single j]
  · rw [if_pos rfl]; ring
  · intro k _ hk
    rw [if_neg (Ne.symm hk), mul_zero]
  · exact fun h => absurd hj h

/-- A sine sum is differentiated mode by mode. -/
theorem hasDerivAt_sineSum (N : ℕ) (c : ℕ → ℝ) (x : ℝ) :
    HasDerivAt (sineSum N c)
      (∑ k ∈ Finset.range N, (c k * (((k : ℝ) + 1) * π)) * cos (((k : ℝ) + 1) * π * x)) x := by
  unfold sineSum
  refine HasDerivAt.fun_sum fun k _ => ?_
  have h := (((hasDerivAt_id' x).const_mul (((k : ℝ) + 1) * π)).sin).const_mul (c k)
  exact h.congr_deriv (by ring)

/-- Mean square and energy of a sine sum in terms of its amplitudes. -/
theorem sineSum_norms (N : ℕ) (c : ℕ → ℝ) :
    meanSq (sineSum N c) = (∑ k ∈ Finset.range N, c k ^ 2) / 2 ∧
    energy (sineSum N c) = (∑ k ∈ Finset.range N, (c k * (((k : ℝ) + 1) * π)) ^ 2) / 2 := by
  constructor
  · exact parseval (fun k x => sin (((k : ℝ) + 1) * π * x)) (fun k => by fun_prop)
      (fun j k => (modes_orthogonal j k).1) N c
  · have e := funext fun x => (hasDerivAt_sineSum N c x).deriv
    unfold energy
    rw [e]
    exact parseval (fun k x => cos (((k : ℝ) + 1) * π * x)) (fun k => by fun_prop)
      (fun j k => (modes_orthogonal j k).2) N (fun k => c k * (((k : ℝ) + 1) * π))

/-- The energy of every sine sum is at least `π ^ 2` times its mean square. -/
theorem energy_gap (N : ℕ) (c : ℕ → ℝ) :
    π ^ 2 * meanSq (sineSum N c) ≤ energy (sineSum N c) := by
  rw [(sineSum_norms N c).1, (sineSum_norms N c).2, ← mul_div_assoc, Finset.mul_sum]
  refine div_le_div_of_nonneg_right (Finset.sum_le_sum fun k _ => ?_) (by norm_num)
  have h : 1 ≤ ((k : ℝ) + 1) ^ 2 := by nlinarith [Nat.cast_nonneg (α := ℝ) k]
  nlinarith [mul_nonneg (sq_nonneg (π * c k)) (sub_nonneg.2 h)]

/-- The constant 1 has coefficient `4 / (n π)` on each odd wavenumber `n = 2 m + 1`
and none on the even wavenumbers. -/
theorem boxCoeff_values (m : ℕ) :
    boxCoeff (2 * m) = 4 / ((2 * (m : ℝ) + 1) * π) ∧ boxCoeff (2 * m + 1) = 0 := by
  have h : (-1 : ℝ) ^ (2 * m) = 1 := by simp [pow_mul]
  constructor
  · rw [boxCoeff, h]; push_cast; ring
  · rw [boxCoeff, pow_succ, h]; simp

/-- The squared error of the Fourier approximation of the constant 1 by `N` odd modes. -/
theorem meanSq_error (N : ℕ) :
    meanSq (fun x => 1 - sineSum (2 * N) boxCoeff x)
      = 1 - 8 / π ^ 2 * ∑ m ∈ Finset.range N, 1 / (2 * (m : ℝ) + 1) ^ 2 := by
  have hS : ∑ k ∈ Finset.range (2 * N), boxCoeff k ^ 2
      = 16 / π ^ 2 * ∑ m ∈ Finset.range N, 1 / (2 * (m : ℝ) + 1) ^ 2 := by
    induction N with
    | zero => simp
    | succ n ih =>
      rw [show 2 * (n + 1) = 2 * n + 1 + 1 by ring]
      simp only [Finset.sum_range_succ, ih, (boxCoeff_values n).1, (boxCoeff_values n).2]
      generalize 2 * (n : ℝ) + 1 = a
      ring
  -- overlap of the constant with each mode
  have hb : ∀ k : ℕ, (∫ x in (0 : ℝ)..1, sin (((k : ℝ) + 1) * π * x)) = boxCoeff k / 2 := by
    intro k
    have h0 : ((k : ℝ) + 1) * π ≠ 0 := by positivity
    have hcos : cos (((k : ℝ) + 1) * π) = (-1) ^ (k + 1) := by
      have := cos_nat_mul_pi (k + 1)
      push_cast at this
      exact this
    rw [intervalIntegral.integral_comp_mul_left (fun y => sin y) h0, integral_sin,
      mul_zero, mul_one, cos_zero, hcos, boxCoeff, smul_eq_mul, pow_succ]
    ring
  have hI : (∫ x in (0 : ℝ)..1, sineSum (2 * N) boxCoeff x)
      = (∑ k ∈ Finset.range (2 * N), boxCoeff k ^ 2) / 2 := by
    unfold sineSum
    rw [intervalIntegral.integral_finsetSum
      (fun k _ => Continuous.intervalIntegrable (by fun_prop) _ _), Finset.sum_div]
    refine Finset.sum_congr rfl fun k _ => ?_
    rw [intervalIntegral.integral_const_mul, hb k]
    ring
  have hM : (∫ x in (0 : ℝ)..1, sineSum (2 * N) boxCoeff x ^ 2)
      = (∑ k ∈ Finset.range (2 * N), boxCoeff k ^ 2) / 2 := (sineSum_norms _ _).1
  have hc : Continuous (sineSum (2 * N) boxCoeff) :=
    continuous_iff_continuousAt.2 fun x => (hasDerivAt_sineSum _ _ x).continuousAt
  have e : ∀ x, (1 - sineSum (2 * N) boxCoeff x) ^ 2
      = 1 - 2 * sineSum (2 * N) boxCoeff x + sineSum (2 * N) boxCoeff x ^ 2 := fun x => by ring
  have i1 : Continuous fun _ : ℝ => (1 : ℝ) := continuous_const
  have i2 : Continuous fun x => 2 * sineSum (2 * N) boxCoeff x := continuous_const.mul hc
  have i3 : Continuous fun x => 1 - 2 * sineSum (2 * N) boxCoeff x := i1.sub i2
  have i4 : Continuous fun x => sineSum (2 * N) boxCoeff x ^ 2 := hc.pow 2
  unfold meanSq
  simp_rw [e]
  rw [intervalIntegral.integral_add (i3.intervalIntegrable _ _) (i4.intervalIntegrable _ _),
    intervalIntegral.integral_sub (i1.intervalIntegrable _ _) (i2.intervalIntegrable _ _),
    intervalIntegral.integral_const_mul, hI, hM, hS, intervalIntegral.integral_const, smul_eq_mul]
  ring

/-- The Fourier approximation of the constant 1 by `N` odd modes has energy exactly `8 N`. -/
theorem energy_approximant (N : ℕ) : energy (sineSum (2 * N) boxCoeff) = 8 * N := by
  rw [(sineSum_norms _ _).2]
  induction N with
  | zero => simp
  | succ n ih =>
    have h : boxCoeff (2 * n) * ((((2 * n : ℕ) : ℝ) + 1) * π) = 4 := by
      have h0 : (2 * (n : ℝ) + 1) * π ≠ 0 := by positivity
      rw [(boxCoeff_values n).1]
      push_cast
      exact div_mul_cancel₀ 4 h0
    rw [show 2 * (n + 1) = 2 * n + 1 + 1 by ring, Finset.sum_range_succ, Finset.sum_range_succ,
      h, (boxCoeff_values n).2]
    push_cast
    linarith

/-- The inverse squares of the odd numbers sum to `π ^ 2 / 8`. -/
theorem hasSum_odd : HasSum (fun m : ℕ => 1 / (2 * (m : ℝ) + 1) ^ 2) (π ^ 2 / 8) := by
  have h := hasSum_zeta_two
  have he : HasSum (fun m : ℕ => 1 / ((2 * m : ℕ) : ℝ) ^ 2) (π ^ 2 / 24) := by
    have h4 := h.mul_left (1 / 4 : ℝ)
    have ef : (fun m : ℕ => 1 / ((2 * m : ℕ) : ℝ) ^ 2)
        = fun m : ℕ => 1 / 4 * (1 / (m : ℝ) ^ 2) := by
      funext m
      push_cast
      ring
    have ev : π ^ 2 / 24 = 1 / 4 * (π ^ 2 / 6) := by ring
    rw [ef, ev]
    exact h4
  have ho : Summable (fun m : ℕ => 1 / ((2 * m + 1 : ℕ) : ℝ) ^ 2) :=
    h.summable.comp_injective (i := fun m : ℕ => 2 * m + 1) (fun a b hab => by
      have : 2 * a + 1 = 2 * b + 1 := hab
      omega)
  obtain ⟨s, hs⟩ := ho
  have hu := (HasSum.even_add_odd (f := fun n : ℕ => 1 / (n : ℝ) ^ 2) he hs).unique h
  have e : s = π ^ 2 / 8 := by linarith
  rw [e] at hs
  push_cast at hs
  exact hs

/-- Sine sums approximate the constant 1 arbitrarily well in mean square, yet among sine sums of
nonzero mean square the least Rayleigh quotient is `π ^ 2`, while among all continuously
differentiable functions of nonzero mean square, with free ends, the constant 1 attains the least
value, which is 0. -/
theorem sine_basis_failure :
    (∀ ε > 0, ∃ N c, meanSq (fun x => 1 - sineSum N c x) < ε) ∧
    IsLeast (rayleigh '' {f | (∃ N c, f = sineSum N c) ∧ 0 < meanSq f}) (π ^ 2) ∧
    IsLeast (rayleigh '' {f | ContDiff ℝ 1 f ∧ 0 < meanSq f}) (rayleigh fun _ => 1) ∧
    rayleigh (fun _ => 1) = 0 := by
  have h1 : rayleigh (fun _ => 1) = 0 := by simp [rayleigh, energy]
  refine ⟨?_, ⟨?_, ?_⟩, ⟨?_, ?_⟩, h1⟩
  · -- the squared error of the Fourier approximants tends to zero
    intro ε hε
    have t := (hasSum_odd.tendsto_sum_nat.const_mul (8 / π ^ 2)).const_sub 1
    have hp : 8 / π ^ 2 * (π ^ 2 / 8) = 1 := by field_simp
    rw [hp, sub_self] at t
    obtain ⟨N, hN⟩ := (t.eventually_lt_const hε).exists
    exact ⟨2 * N, boxCoeff, by rw [meanSq_error]; exact hN⟩
  · -- the lowest mode attains the bound
    have hm : meanSq (sineSum 1 fun _ => 1) = 1 / 2 := by
      rw [(sineSum_norms _ _).1]; simp
    have hE : energy (sineSum 1 fun _ => 1) = π ^ 2 / 2 := by
      rw [(sineSum_norms _ _).2]; simp
    refine ⟨sineSum 1 fun _ => 1, ⟨⟨1, fun _ => 1, rfl⟩, by rw [hm]; norm_num⟩, ?_⟩
    rw [rayleigh, hm, hE]
    ring
  · rintro _ ⟨f, ⟨⟨N, c, rfl⟩, hf⟩, rfl⟩
    exact (le_div_iff₀ hf).2 (energy_gap N c)
  · exact ⟨fun _ => 1, ⟨contDiff_const, by simp [meanSq]⟩, rfl⟩
  · rintro _ ⟨f, ⟨_, hf⟩, rfl⟩
    rw [h1]
    exact div_nonneg
      (intervalIntegral.integral_nonneg zero_le_one fun x _ => sq_nonneg _) hf.le

end

end SineBasisFailure
```

```lean
#print axioms SineBasisFailure.energy_approximant
-- 'SineBasisFailure.energy_approximant' depends on axioms: [propext, Classical.choice, Quot.sound]
#print axioms SineBasisFailure.sine_basis_failure
-- 'SineBasisFailure.sine_basis_failure' depends on axioms: [propext, Classical.choice, Quot.sound]
```

## What `sine_basis_failure` guarantees, and for which functions

The theorem has four parts:

1. For every positive `ε` there are a mode number `N` and amplitudes `c` whose sine sum has squared distance below `ε` from the constant 1.
2. `π ^ 2` is the least element of the set of Rayleigh quotients of sine sums with positive mean square. `IsLeast` means that the value is a lower bound and is attained.
3. Over `ContDiff ℝ 1` functions with positive mean square, the least quotient is that of the constant 1.
4. That quotient is 0.

The functions `meanSq`, `energy` and `rayleigh` are $M$, $E$ and $R$. Trial functions are defined on the whole real line, but only $[0,1]$ enters the integrals. Free ends are expressed by the absence of any boundary condition in part 3.

The condition `0 < meanSq f` is easy to forget in part 2. Lean sets $0/0=0$, so the zero sine sum would then enter with quotient 0 and the least value would no longer be $\pi^2$.

The lemmas follow the derivation:

- `modes_orthogonal` applies the product formulas and separates the cases `j = k` and `j ≠ k`.
- `parseval` exchanges integral and finite sum, then keeps the diagonal term with `Finset.sum_eq_single`. `sineSum_norms` applies it to the sines and, through `hasDerivAt_sineSum`, to the cosines of the derivative.
- `energy_gap` compares the two sums term by term.
- `boxCoeff_values` evaluates $b_k$. `meanSq_error` and `energy_approximant` use induction on `N`, adding one odd and one even wavenumber at a time.
- `hasSum_odd` subtracts the even part from Mathlib's value $\pi^2/6$.

The final proof turns the limit of the error into a suitable `N` for each `ε`, uses `sineSum 1` with amplitude 1 to attain $\pi^2$, and gets the free-end bound from the nonnegativity of the integrals.

The result concerns one interval, no potential and one target function; completeness of the sines for other functions is neither used nor shown. Applying the model to a real tube assumes one-dimensional diffusion with a constant $D$ and perfectly reflecting walls; the reflecting walls make the free-end minimum the relevant one.
